# Zero mixing enthalpy at equimolar composition does not exclude a miscibility gap: the subregular solution

A binary solution is mixed in equal amounts, and the calorimeter shows no heat of mixing. Does it follow that the two components are miscible in all proportions? Zero enthalpy at one composition says little about the others: mixing may cost energy on one side of \(x=1/2\) and release it on the other. The simplest model with this behaviour has an interaction term that is odd under exchange of the components. It is the special case of the subregular solution in which the symmetric term, proportional to \(x(1-x)\), is zero.

Let \(x\in[0,1]\) be the mole fraction of the second component, \(L\) a real interaction energy per particle, and \(\tau=kT\). The mixing enthalpy is

\[
H(x)=L\,x(1-x)(1-2x),
\]

and with ideal mixing entropy the free energy of mixing per particle is

\[
G(x)=H(x)+\tau\bigl[x\log x+(1-x)\log(1-x)\bigr].
\]

In the code `mixingEnthalpy L x` is \(H(x)\) and `freeEnergy L τ x` is \(G(x)\), with \(L\), \(\tau\) and \(x\) real numbers. Lean sets \(\log 0=0\), so both entropy terms vanish at the pure ends, as their limits do. If \(L\) depends on temperature, the results for \(G\) hold with its value at the temperature in question, but \(H\) is then an excess free energy; the mixing enthalpy has \(L-T\,dL/dT\) in place of \(L\). The model describes one solution phase; competing crystal structures, short-range order and elastic energy are absent.

```lean
import Mathlib

open Set

namespace SubregularSolution

noncomputable section

/-- Mixing enthalpy of a subregular solution without symmetric term, at composition `x`. -/
def mixingEnthalpy (L x : ℝ) : ℝ := L * x * (1 - x) * (1 - 2 * x)

/-- Free energy of mixing: the subregular enthalpy plus the ideal mixing term, where `τ`
stands for `kT` and the composition `x` lies in `[0,1]`. -/
def freeEnergy (L τ x : ℝ) : ℝ :=
  mixingEnthalpy L x + τ * (x * Real.log x + (1 - x) * Real.log (1 - x))
```

## (a) The slope

Show that for \(0<x<1\)

\[
G'(x)=L\bigl(1-6x(1-x)\bigr)+\tau\bigl(\log x-\log(1-x)\bigr).
\]

Expanding, \(x(1-x)(1-2x)=x-3x^2+2x^3\), whose derivative is \(1-6x+6x^2=1-6x(1-x)\). The entropy terms give \(\log x+1\) and \(-\log(1-x)-1\), and the constants cancel.

`HasDerivAt` states that the derivative exists and has the given value. The proof applies the product rule; `e1` and `e2` supply the two constants that cancel.

```lean
/-- The slope of the free energy at a composition strictly between the pure components. -/
theorem hasDerivAt_freeEnergy (L τ : ℝ) {x : ℝ} (hx : x ∈ Ioo (0 : ℝ) 1) :
    HasDerivAt (freeEnergy L τ)
      (L * (1 - 6 * x * (1 - x)) + τ * (Real.log x - Real.log (1 - x))) x := by
  have hx0 : x ≠ 0 := hx.1.ne'
  have hx1 : 1 - x ≠ 0 := (sub_pos.mpr hx.2).ne'
  have h1 := Real.hasDerivAt_log hx0
  have h2 : HasDerivAt (fun y : ℝ => 1 - y) (-1) x := (hasDerivAt_id' x).const_sub 1
  have h3 := h2.log hx1
  have h4 := (((hasDerivAt_id' x).const_mul L).fun_mul h2).fun_mul
    (((hasDerivAt_id' x).const_mul 2).const_sub 1)
  have h5 := (((hasDerivAt_id' x).fun_mul h1).fun_add (h2.fun_mul h3)).const_mul τ
  have e1 : x * x⁻¹ = 1 := mul_inv_cancel₀ hx0
  have e2 : (1 - x) * (-1 / (1 - x)) = -1 := mul_div_cancel₀ _ hx1
  -- the constants produced by the two logarithms cancel
  exact (h4.fun_add h5).congr_deriv (by linear_combination τ * e1 + τ * e2)
```

## (b) The curvature

Show that for \(0<x<1\)

\[
G''(x)=\frac{\tau}{x(1-x)}-6L(1-2x).
\]

The enthalpy part of the slope has derivative \(L(-6+12x)=-6L(1-2x)\). The logarithms give

\[
\frac1x+\frac1{1-x}=\frac1{x(1-x)}.
\]

The formula from (a) holds only between the pure components, so `he` first replaces `deriv (freeEnergy L τ)` by it in a neighbourhood of \(x\). The second differentiation then follows the lines above.

```lean
/-- The curvature of the free energy at a composition strictly between the pure components. -/
theorem hasDerivAt_deriv_freeEnergy (L τ : ℝ) {x : ℝ} (hx : x ∈ Ioo (0 : ℝ) 1) :
    HasDerivAt (deriv (freeEnergy L τ)) (τ / (x * (1 - x)) - 6 * L * (1 - 2 * x)) x := by
  have hx0 : x ≠ 0 := hx.1.ne'
  have hx1 : 1 - x ≠ 0 := (sub_pos.mpr hx.2).ne'
  have he : deriv (freeEnergy L τ) =ᶠ[nhds x] fun y =>
      L * (1 - 6 * y * (1 - y)) + τ * (Real.log y - Real.log (1 - y)) := by
    filter_upwards [isOpen_Ioo.mem_nhds hx] with y hy
    exact (hasDerivAt_freeEnergy L τ hy).deriv
  have h2 : HasDerivAt (fun y : ℝ => 1 - y) (-1) x := (hasDerivAt_id' x).const_sub 1
  have h4 := ((((hasDerivAt_id' x).const_mul 6).fun_mul h2).const_sub 1).const_mul L
  have h5 := ((Real.hasDerivAt_log hx0).fun_sub (h2.log hx1)).const_mul τ
  have e : x⁻¹ - -1 / (1 - x) = 1 / (x * (1 - x)) := by
    field_simp
    ring
  refine HasDerivAt.congr_of_eventuallyEq ((h4.fun_add h5).congr_deriv ?_) he
  rw [e]
  ring
```

## (c) A constant for the extrema

Multiplying the curvature by \(x(1-x)>0\) leaves \(\tau-6L\,x(1-x)(1-2x)\), so whether it becomes negative anywhere is decided by the extrema of the cubic. By (a) these satisfy \(1-6x(1-x)=0\). With \(u=1-2x\) and \(x(1-x)=(1-u^2)/4\), this becomes \(u^2=1/3\). Check that the positive candidate satisfies

\[
\left(\frac1{\sqrt3}\right)^2=\frac13 .
\]

Square numerator and denominator.

```lean
/-- The square of `1/√3` is `1/3`. -/
theorem inv_sqrt_three_sq : (1 / √3 : ℝ) ^ 2 = 1 / 3 := by
  rw [div_pow, Real.sq_sqrt (by norm_num)]
  norm_num
```

## (d) A double root

Let \(\sigma^2=1/3\), with either sign of \(\sigma\). Show that for every real \(x\)

\[
\sigma-6x(1-x)(1-2x)=\tfrac32(1-2x-\sigma)^2(1-2x+2\sigma).
\]

In terms of \(u\), the left side is \(\sigma-\tfrac32u+\tfrac32u^3\). On the right,

\[
(u-\sigma)^2(u+2\sigma)=u^3-3\sigma^2u+2\sigma^3=u^3-u+\tfrac23\sigma,
\]

where the last step uses \(\sigma^2=1/3\). Multiplication by \(3/2\) gives the left side.

The proof is this comparison of polynomials: `linear_combination` is told which multiple of the equation \(\sigma^2=1/3\) accounts for the difference.

```lean
/-- If `σ² = 1/3`, `σ` minus six times the subregular cubic factors with a double root at the
composition `(1 - σ)/2`. -/
theorem cubic_factorization {σ : ℝ} (hσ : σ ^ 2 = 1 / 3) (x : ℝ) :
    σ - 6 * (x * (1 - x) * (1 - 2 * x)) =
      3 / 2 * ((1 - 2 * x - σ) ^ 2 * (1 - 2 * x + 2 * σ)) := by
  linear_combination (9 / 2 * (1 - 2 * x) - 3 * σ) * hσ
```

## (e) The size of the cubic

Show that for \(0\le x\le1\)

\[
6\,|x(1-x)(1-2x)|\le\frac1{\sqrt3}.
\]

Take \(\sigma=1/\sqrt3\) in (d). Since \((2\sigma)^2=4/3>1\), we have \(2\sigma>1\), while \(1-2x\ge-1\). Both factors on the right of (d) are therefore nonnegative, which gives \(6x(1-x)(1-2x)\le\sigma\). Replacing \(x\) by \(1-x\) reverses the sign of the cubic and gives the lower bound.

In the code `up` is the one-sided bound. It is used at \(x\) and at \(1-x\), and the two results are combined by cases on the sign inside the absolute value.

```lean
/-- On `[0,1]` the subregular cubic is at most `1/(6√3)` in absolute value. -/
theorem cubic_bound {x : ℝ} (hx : x ∈ Icc (0 : ℝ) 1) :
    6 * |x * (1 - x) * (1 - 2 * x)| ≤ 1 / √3 := by
  have hr : (0 : ℝ) < 1 / √3 := by positivity
  have hr2 := inv_sqrt_three_sq
  have hr1 : 1 ≤ 2 * (1 / √3 : ℝ) := by nlinarith
  have up : ∀ y ∈ Icc (0 : ℝ) 1, 6 * (y * (1 - y) * (1 - 2 * y)) ≤ 1 / √3 := by
    intro y hy
    have h := cubic_factorization hr2 y
    have hp := mul_nonneg (sq_nonneg (1 - 2 * y - 1 / √3))
      (show 0 ≤ 1 - 2 * y + 2 * (1 / √3) by linarith [hy.2])
    linarith
  -- exchanging the two components reverses the sign of the cubic
  have a := up x hx
  have b := up (1 - x) ⟨by linarith [hx.2], by linarith [hx.1]⟩
  have e : (1 - x) * (1 - (1 - x)) * (1 - 2 * (1 - x)) = -(x * (1 - x) * (1 - 2 * x)) := by
    ring
  rw [e] at b
  rcases abs_cases (x * (1 - x) * (1 - 2 * x)) with h | h <;> rw [h.1] <;> assumption
```

## (f) Curvature at the two test compositions

Let \(\sigma^2=1/3\) again. Show that \(x_\sigma=(1-\sigma)/2\) lies in \((0,1)\) and that

\[
G''(x_\sigma)=6(\tau-L\sigma).
\]

As \(|\sigma|<1\), the composition lies strictly between the pure components. There \(1-2x_\sigma=\sigma\) and \(x_\sigma(1-x_\sigma)=(1-\sigma^2)/4=1/6\). Inserting both in (b) gives \(6\tau-6L\sigma\).

```lean
/-- If `σ² = 1/3`, the composition `(1 - σ)/2` lies in `(0,1)` and the curvature of the free
energy there is `6 (kT - L σ)`. -/
theorem curvature_at_critical (L τ : ℝ) {σ : ℝ} (hσ : σ ^ 2 = 1 / 3) :
    (1 - σ) / 2 ∈ Ioo (0 : ℝ) 1 ∧
      deriv (deriv (freeEnergy L τ)) ((1 - σ) / 2) = 6 * (τ - L * σ) := by
  have hm : (1 - σ) / 2 ∈ Ioo (0 : ℝ) 1 := ⟨by nlinarith, by nlinarith⟩
  have e : (1 - σ) / 2 * (1 - (1 - σ) / 2) = 1 / 6 := by linear_combination (-1 / 4) * hσ
  refine ⟨hm, ?_⟩
  rw [(hasDerivAt_deriv_freeEnergy L τ hm).deriv, e]
  ring
```

## (g) The stability threshold

Show that

\[
G''(x)\ge0\ \text{ for all } x\in(0,1)
\quad\Longleftrightarrow\quad
kT\ge\frac{|L|}{\sqrt3}.
\]

If the curvature is nonnegative everywhere, (f) with \(\sigma=\pm1/\sqrt3\) gives \(\tau\ge L/\sqrt3\) and \(\tau\ge-L/\sqrt3\), which together are the condition. Conversely, by (e),

\[
x(1-x)\,G''(x)=\tau-6L\,x(1-x)(1-2x)\ge\tau-\frac{|L|}{\sqrt3}\ge0 .
\]

In the limiting case \(L=0\) the condition reads \(\tau\ge0\), so an ideal solution passes at every temperature.

The Lean statement uses the second derivative itself, `deriv (deriv (freeEnergy L τ))`, on the open interval `Ioo (0 : ℝ) 1`. It holds for all real \(L\) and \(\tau\); a positive temperature is not assumed. The `calc` chain is the second half of the argument.

```lean
/-- The subregular free energy has nonnegative curvature at every composition in `(0,1)` if
and only if `kT ≥ |L|/√3`. -/
theorem curvature_nonneg_iff (L τ : ℝ) :
    (∀ x ∈ Ioo (0 : ℝ) 1, 0 ≤ deriv (deriv (freeEnergy L τ)) x) ↔ |L| / √3 ≤ τ := by
  constructor
  · intro h
    -- test the curvature at the two compositions where the cubic is extremal
    obtain ⟨m1, c1⟩ := curvature_at_critical L τ inv_sqrt_three_sq
    obtain ⟨m2, c2⟩ := curvature_at_critical L τ
      (show (-(1 / √3) : ℝ) ^ 2 = 1 / 3 by rw [neg_sq]; exact inv_sqrt_three_sq)
    have h1 := h _ m1
    have h2 := h _ m2
    rw [c1] at h1
    rw [c2] at h2
    rw [div_eq_mul_one_div]
    rcases abs_cases L with hL | hL <;> rw [hL.1] <;> linarith
  · intro h x hx
    have hp : 0 < x * (1 - x) := mul_pos hx.1 (sub_pos.mpr hx.2)
    rw [(hasDerivAt_deriv_freeEnergy L τ hx).deriv, sub_nonneg, le_div_iff₀ hp]
    calc 6 * L * (1 - 2 * x) * (x * (1 - x))
        = 6 * (L * (x * (1 - x) * (1 - 2 * x))) := by ring
      _ ≤ 6 * |L * (x * (1 - x) * (1 - 2 * x))| := by gcongr; exact le_abs_self _
      _ = |L| * (6 * |x * (1 - x) * (1 - 2 * x)|) := by rw [abs_mul]; ring
      _ ≤ |L| * (1 / √3) :=
          mul_le_mul_of_nonneg_left (cubic_bound (Ioo_subset_Icc_self hx)) (abs_nonneg L)
      _ = |L| / √3 := by ring
      _ ≤ τ := h
```

## (h) From curvature to convexity

Phase separation is decided by comparing mixtures, hence by convexity over the full range, pure components included. Show that

\[
G\ \text{is convex on}\ [0,1]
\quad\Longleftrightarrow\quad
kT\ge\frac{|L|}{\sqrt3}.
\]

By (g) it suffices to compare convexity with nonnegative curvature. If \(G\) is convex, then for \(0<y<z<1\)

\[
G'(y)\le\frac{G(z)-G(y)}{z-y}\le G'(z),
\]

so the slope never decreases and \(G''\ge0\).

Conversely, let \(G''\ge0\) on \((0,1)\), so that \(G'\) is nondecreasing there. Take \(0\le y<z\le1\) and \(w=fy+(1-f)z\) with \(0<f<1\). Because \(t\log t\to0\) as \(t\to0\), \(G\) is continuous up to the ends, and the mean value theorem on \([y,w]\) and \([w,z]\) gives

\[
\frac{G(w)-G(y)}{w-y}\le\frac{G(z)-G(w)}{z-w}.
\]

With \(w-y=(1-f)(z-y)\) and \(z-w=f(z-y)\), this rearranges to \(G(w)\le fG(y)+(1-f)G(z)\). The cases \(f=0\), \(f=1\) and \(y=z\) are immediate.

Lean takes the first direction from `monotoneOn_deriv` and the second from `convexOn_of_deriv2_nonneg`, to which the proof supplies continuity (`hc`) and the derivatives from (a) and (b).

```lean
/-- The subregular free energy is convex on the whole composition range `[0,1]` if and only if
`kT ≥ |L|/√3`. -/
theorem convexOn_iff (L τ : ℝ) :
    ConvexOn ℝ (Icc 0 1) (freeEnergy L τ) ↔ |L| / √3 ≤ τ := by
  rw [← curvature_nonneg_iff]
  constructor
  · intro h x hx
    -- a convex function has a monotone slope
    have hm := (h.subset Ioo_subset_Icc_self (convex_Ioo 0 1)).monotoneOn_deriv
      (fun y hy => (hasDerivAt_freeEnergy L τ hy).differentiableAt)
    rw [← derivWithin_of_isOpen isOpen_Ioo hx]
    exact hm.derivWithin_nonneg
  · intro h
    have hc : Continuous (freeEnergy L τ) := by
      have h1 := Real.continuous_mul_log
      have h2 : Continuous fun x : ℝ => (1 - x) * Real.log (1 - x) :=
        h1.comp (continuous_const.sub continuous_id)
      unfold freeEnergy mixingEnthalpy
      exact (by fun_prop : Continuous fun x : ℝ => L * x * (1 - x) * (1 - 2 * x)).add
        (continuous_const.mul (h1.add h2))
    apply convexOn_of_deriv2_nonneg (convex_Icc 0 1) hc.continuousOn <;> rw [interior_Icc]
    · exact fun y hy =>
        (hasDerivAt_freeEnergy L τ hy).differentiableAt.differentiableWithinAt
    · exact fun y hy =>
        (hasDerivAt_deriv_freeEnergy L τ hy).differentiableAt.differentiableWithinAt
    · exact h
```

## (i) A gap despite zero enthalpy at the midpoint

Let \(0<kT<|L|/\sqrt3\). Show that \(H(1/2)=0\) and \(G''(1/2)>0\), and that there are nevertheless \(y,z,f\in[0,1]\) with

\[
f\,G(y)+(1-f)\,G(z)<G\bigl(fy+(1-f)z\bigr).
\]

The factor \(1-2x\) vanishes at \(x=1/2\), so \(H(1/2)=0\), and (b) gives \(G''(1/2)=4\tau>0\). If no such \(y,z,f\) existed, \(G\) would be convex on \([0,1]\), and (h) would force \(kT\ge|L|/\sqrt3\), contrary to assumption.

Here \(f\) is the fraction of material in the phase of composition \(y\), and the rest has composition \(z\). The left side is the free energy of the two-phase mixture without interfacial energy; the right side is that of the homogeneous solution with the same overall composition. The argument is by contradiction, so it does not compute the coexisting compositions, and it does not claim that the overall composition is \(1/2\).

For a fitted binary phase with only this interaction term and ideal mixing entropy, a check of enthalpy and curvature at \(x=1/2\) therefore cannot establish complete miscibility. The criterion in (h) decides it, or equivalently the sign of the curvature at the two compositions \((1\pm1/\sqrt3)/2\) from (f).

```lean
/-- For `0 < kT < |L|/√3` the mixing enthalpy vanishes at `x = 1/2` and the curvature there is
positive, yet some two-phase mixture has a lower free energy than the homogeneous solution of
the same overall composition. -/
theorem miscibility_gap {L τ : ℝ} (hτ : 0 < τ) (h : τ < |L| / √3) :
    mixingEnthalpy L (1 / 2) = 0 ∧ 0 < deriv (deriv (freeEnergy L τ)) (1 / 2) ∧
      ∃ y ∈ Icc (0 : ℝ) 1, ∃ z ∈ Icc (0 : ℝ) 1, ∃ f ∈ Icc (0 : ℝ) 1,
        f * freeEnergy L τ y + (1 - f) * freeEnergy L τ z
          < freeEnergy L τ (f * y + (1 - f) * z) := by
  refine ⟨by unfold mixingEnthalpy; ring, ?_, ?_⟩
  · have e : deriv (deriv (freeEnergy L τ)) (1 / 2) = 4 * τ := by
      rw [(hasDerivAt_deriv_freeEnergy L τ ⟨by norm_num, by norm_num⟩).deriv]
      ring
    rw [e]
    positivity
  · -- without such a mixture the free energy would be convex
    by_contra hno
    refine not_le_of_gt h ((convexOn_iff L τ).mp ⟨convex_Icc 0 1, ?_⟩)
    intro y hy z hz a b ha hb hab
    obtain rfl : b = 1 - a := by linarith
    by_contra hlt
    simp only [smul_eq_mul, not_le] at hlt
    exact hno ⟨y, hy, z, hz, a, ⟨ha, by linarith⟩, hlt⟩
```

## (j) Where the curvature first vanishes

Let \(L>0\) and \(kT=L/\sqrt3\). Show that for \(0<x<1\)

\[
G''(x)=0\quad\Longleftrightarrow\quad x=\frac12\left(1-\frac1{\sqrt3}\right)\approx0.211 .
\]

With \(\sigma=1/\sqrt3\), (b) and (d) give

\[
x(1-x)\,G''(x)=\tfrac32L\,(1-2x-\sigma)^2(1-2x+2\sigma).
\]

The last factor is positive, as in (e), so the curvature vanishes exactly when \(1-2x=\sigma\). This composition lies on the side where mixing costs energy, well away from the equimolar point.

In the code `hz` is the factorised equation and `hu` the positivity of the last factor. The reverse direction inserts \(\tau=L\sigma\) in (f).

```lean
/-- For `L > 0` and `kT = L/√3`, the curvature at a composition in `(0,1)` vanishes
exactly when that composition is `(1 - 1/√3)/2`. -/
theorem critical_composition {L x : ℝ} (hL : 0 < L) (hx : x ∈ Ioo (0 : ℝ) 1) :
    deriv (deriv (freeEnergy L (L / √3))) x = 0 ↔ x = (1 - 1 / √3) / 2 := by
  have hr2 := inv_sqrt_three_sq
  constructor
  · intro h
    have hp : 0 < x * (1 - x) := mul_pos hx.1 (sub_pos.mpr hx.2)
    rw [(hasDerivAt_deriv_freeEnergy L _ hx).deriv, sub_eq_zero, div_eq_iff hp.ne'] at h
    have hr : (0 : ℝ) < 1 / √3 := by positivity
    have hr1 : 1 ≤ 2 * (1 / √3 : ℝ) := by nlinarith
    have hu : 0 < 1 - 2 * x + 2 * (1 / √3) := by linarith [hx.2]
    have hz : L * (3 / 2) * (1 - 2 * x + 2 * (1 / √3)) * (1 - 2 * x - 1 / √3) ^ 2 = 0 := by
      linear_combination h - L * cubic_factorization hr2 x
    -- only the double root lies in the physical range
    have hs := (mul_eq_zero.mp hz).resolve_left (by positivity)
    have h0 : 1 - 2 * x - 1 / √3 = 0 := pow_eq_zero_iff (two_ne_zero) |>.mp hs
    linarith
  · rintro rfl
    rw [(curvature_at_critical L (L / √3) hr2).2]
    ring

end

end SubregularSolution
```

```lean
#print axioms SubregularSolution.miscibility_gap
#print axioms SubregularSolution.critical_composition
```

```
'SubregularSolution.miscibility_gap' depends on axioms: [propext, Classical.choice, Quot.sound]
'SubregularSolution.critical_composition' depends on axioms: [propext, Classical.choice, Quot.sound]
```
